# Over a field of characteristic zero, the algebra generated by a and b with ab − ba = 1 is simple, and its representations on nonzero spaces are faithful

Suppose you check an identity between polynomials in the ladder operators by letting both sides act on every number state. If a representation could send to zero a polynomial that the commutation relation alone does not make zero, the agreement might be an accident of that representation, and the identity might fail for x and d/dx acting on wavefunctions. Truncated matrices show the danger: with N levels, the N-th power of the annihilation matrix is zero, although no such rule follows from the commutation relation. The theorems below exclude this for one bosonic mode, provided the relation holds exactly.

Here a is the annihilation operator and b stands for a†. No adjoint is used, so a = d/dx with b = x, or a = ip/ħ with b = x, fits equally well.

## Commutators lower the power of b

In Lean 4 with Mathlib:

```lean
import Mathlib

open Polynomial

namespace WeylAlgebraSimplicity

noncomputable section

variable {A : Type*} [Ring A] {a b : A}
```

`Ring A` gives A an addition, a subtraction and an associative multiplication with a unit, in which products need not commute. The elements of A may be formal symbols or concrete operators. The letters a and b are two of them, and no relation between them is assumed yet.

```lean
/-- If `ab - ba = 1`, the commutator of `a` with `b ^ (n + 1)` is `(n + 1) b ^ n`. -/
theorem commutator_pow (h : a * b - b * a = 1) (n : ℕ) :
    a * b ^ (n + 1) - b ^ (n + 1) * a = ((n + 1 : ℕ) : A) * b ^ n := by
  induction n with
  | zero => simpa using h
  | succ n ih =>
    calc a * b ^ (n + 1 + 1) - b ^ (n + 1 + 1) * a
        = (a * b ^ (n + 1) - b ^ (n + 1) * a) * b + b ^ (n + 1) * (a * b - b * a) := by
          rw [pow_succ b (n + 1)]
          generalize b ^ (n + 1) = u
          noncomm_ring
      _ = ((n + 1 + 1 : ℕ) : A) * b ^ (n + 1) := by
          rw [ih, h, mul_one, mul_assoc, ← pow_succ]
          push_cast
          simp only [add_mul, one_mul]
```

The hypothesis `h` is the commutation relation. The statement reads, for n = 0, 1, 2, …,

a bⁿ⁺¹ − bⁿ⁺¹ a = (n+1) bⁿ.

The expression `((n + 1 : ℕ) : A)` is the integer n+1 regarded as an element of A. For n = 0 the claim is `h` itself. For the next case, split the commutator:

a bⁿ⁺² − bⁿ⁺² a = (a bⁿ⁺¹ − bⁿ⁺¹ a) b + bⁿ⁺¹ (ab − ba) = (n+1) bⁿ⁺¹ + bⁿ⁺¹ = (n+2) bⁿ⁺¹.

The `calc` block has the same two stages: `noncomm_ring` checks the splitting without commuting anything, and `rw [ih, h, …]` inserts the induction hypothesis and the relation.

## An ideal contains the coefficients of its elements

```lean
/-- Over a characteristic-zero field, let `ab - ba = 1` and let all `c i` commute with `a`.
A two-sided ideal that contains the sum of the `b ^ i * c i` contains every `c i` in the sum. -/
theorem coeff_mem (K : Type*) [Field K] [CharZero K] [Algebra K A]
    (h : a * b - b * a = 1) (I : TwoSidedIdeal A) (c : ℕ → A)
    (hc : ∀ i, a * c i = c i * a) (n : ℕ)
    (hx : ∑ i ∈ Finset.range n, b ^ i * c i ∈ I) : ∀ i < n, c i ∈ I := by
  induction n generalizing c with
  | zero => intro i hi; omega
  | succ n ih =>
    rw [Finset.sum_range_succ', pow_zero, one_mul] at hx
    have step : ∀ i, a * (b ^ (i + 1) * c (i + 1)) - b ^ (i + 1) * c (i + 1) * a
        = b ^ i * (((i + 1 : ℕ) : A) * c (i + 1)) := fun i => by
      calc _ = (a * b ^ (i + 1) - b ^ (i + 1) * a) * c (i + 1) := by
            rw [mul_assoc (b ^ (i + 1)) (c (i + 1)) a, ← hc]
            simp only [sub_mul, mul_assoc]
        _ = _ := by
            rw [commutator_pow h, (Nat.cast_commute (i + 1) (b ^ i)).eq, mul_assoc]
    -- the commutator with `a` stays in the ideal and has one power of `b` less
    have low := I.sub_mem (I.mul_mem_left a _ hx) (I.mul_mem_right _ a hx)
    rw [mul_add, add_mul, hc 0, add_sub_add_right_eq_sub, Finset.mul_sum, Finset.sum_mul,
      ← Finset.sum_sub_distrib, Finset.sum_congr rfl fun i _ => step i] at low
    have high : ∀ i < n, c (i + 1) ∈ I := fun i hi => by
      have h1 := ih (fun i => ((i + 1 : ℕ) : A) * c (i + 1)) (fun i => by
        rw [← mul_assoc, ← (Nat.cast_commute (i + 1) a).eq, mul_assoc, mul_assoc, hc]) low i hi
      -- characteristic zero: the factor `i + 1` can be divided out
      have e : algebraMap K A (((i + 1 : ℕ) : K)⁻¹) * ((i + 1 : ℕ) : A) = 1 := by
        rw [← map_natCast (algebraMap K A), ← map_mul,
          inv_mul_cancel₀ (Nat.cast_ne_zero.2 (Nat.succ_ne_zero i)), map_one]
      have h2 := I.mul_mem_left (algebraMap K A (((i + 1 : ℕ) : K)⁻¹)) _ h1
      rwa [← mul_assoc, e, one_mul] at h2
    have tail : ∑ i ∈ Finset.range n, b ^ (i + 1) * c (i + 1) ∈ I :=
      Finset.sum_induction _ (· ∈ I) (fun _ _ hu hv => I.add_mem hu hv) I.zero_mem
        fun i hi => I.mul_mem_left _ _ (high i (Finset.mem_range.1 hi))
    intro i hi
    cases i with
    | zero => simpa using I.sub_mem hx tail
    | succ i => exact high i (by omega)
```

A two-sided ideal I is a nonempty set closed under addition and under multiplication by any element of A from either side. Scalars now come from a field K of characteristic zero, such as ℝ or ℂ, in which no positive integer equals zero. If every cᵢ commutes with a, and I contains

x = Σ bⁱ cᵢ (i = 0, …, n−1),

then I contains each of these cᵢ.

The proof is by induction on the number of terms. With none there is nothing to show. With n+1 terms, separate the first:

x = c₀ + Σ bⁱ⁺¹ cᵢ₊₁ (i = 0, …, n−1).

Both ax and xa lie in I, and so does their difference. Since c₀ commutes with a, it disappears:

ax − xa = Σ bⁱ (i+1) cᵢ₊₁.

This is `low`, a sum of n terms whose coefficients again commute with a. The induction hypothesis puts (i+1)cᵢ₊₁ in I, and dividing by i+1 gives `high`. Subtracting the now known terms, `tail`, from x leaves c₀. The words `generalizing c` let the induction hypothesis apply to the new coefficients.

As an instance, let I contain x = b²a − 3, so c₀ = −3, c₁ = 0, c₂ = a. Then

ax − xa = 2ba,
a(2ba) − (2ba)a = 2a.

Hence a is in I, and so is x − b²a = −3. Multiplying by −1/3 puts 1 in I, and with it every element of A.

```lean
variable {K : Type*} [Field K] [Algebra K A]

/-- The normal-ordered expression with coefficients `c`: the finite sum of
`c (i, j) b ^ i a ^ j`, with all `b` to the left of all `a`. -/
def normalOrdered (a b : A) (c : ℕ × ℕ →₀ K) : A :=
  c.sum fun p z => z • (b ^ p.1 * a ^ p.2)
```

The type `ℕ × ℕ →₀ K` consists of coefficient tables c(i,j) with finitely many nonzero entries. The definition is the finite sum

Σ c(i,j) bⁱ aʲ,

with creation operators on the left. The name `normalOrdered` means an expression already in this order. It is not the textbook operation :…:, which reorders a product by discarding commutators.

```lean
/-- Over a characteristic-zero field with `ab - ba = 1`, a two-sided ideal that contains a
normal-ordered expression contains each of its scalar coefficients. -/
theorem scalar_mem [CharZero K] (h : a * b - b * a = 1) (I : TwoSidedIdeal A)
    (c : ℕ × ℕ →₀ K) (hx : normalOrdered a b c ∈ I) (p : ℕ × ℕ) :
    algebraMap K A (c p) ∈ I := by
  obtain ⟨n, hn⟩ : ∃ n, n = c.support.sup (fun q : ℕ × ℕ => q.1 + q.2) + p.1 + p.2 + 1 :=
    ⟨_, rfl⟩
  have hs : c.support ⊆ Finset.range n ×ˢ Finset.range n := by
    intro q hq
    have hq' := Finset.le_sup (f := fun q : ℕ × ℕ => q.1 + q.2) hq

    simp only [Finset.mem_product, Finset.mem_range]
    omega
  have e : normalOrdered a b c = ∑ i ∈ Finset.range n,
      b ^ i * ∑ j ∈ Finset.range n, a ^ j * algebraMap K A (c (i, j)) := by
    rw [normalOrdered, Finsupp.sum_of_support_subset c hs]
    · rw [Finset.sum_product]
      refine Finset.sum_congr rfl fun i _ => ?_
      rw [Finset.mul_sum]
      refine Finset.sum_congr rfl fun j _ => ?_
      show c (i, j) • (b ^ i * a ^ j) = _
      rw [← mul_assoc, ← Algebra.commutes, Algebra.smul_def]
    · simp
  rw [e] at hx
  -- first strip the powers of `b`, then those of `a`, using the pair `(-b, a)`
  have h1 := coeff_mem K h I
    (fun i => ∑ j ∈ Finset.range n, a ^ j * algebraMap K A (c (i, j)))
    (fun i => (Commute.sum_right _ _ _ fun j _ =>
      ((Commute.refl a).pow_right j).mul_right (Algebra.commutes _ a).symm).eq)
    n hx p.1 (by omega)
  have h' : -b * a - a * -b = 1 := by
    have e' : -b * a - a * -b = a * b - b * a := by noncomm_ring
    rw [e', h]
  exact coeff_mem K h' I (fun j => algebraMap K A (c (p.1, j)))
    (fun j => (Algebra.commutes _ _).symm) n h1 p.2 (by omega)
```

If I contains a normal-ordered expression, it contains every coefficient c(i,j), understood as that number times the unit; this is what `algebraMap K A` expresses. The pair `p` is (i,j).

By hand, choose n larger than all indices involved and group the sum by powers of b:

Σ bⁱ Cᵢ, with Cᵢ = Σ aʲ c(i,j).

Each Cᵢ is a polynomial in a and commutes with a, so `coeff_mem` puts it in I. To strip the powers of a, note that

(−b)a − a(−b) = ab − ba = 1.

The pair (−b, a) therefore obeys the same relation, with a now in the role of b. Numbers commute with −b, so a second use of `coeff_mem` puts each c(i,j) in I. These are `h1` and the final `exact`.

```lean
/-- In a nonzero algebra over a characteristic-zero field with `ab - ba = 1`, the coefficients
of a normal-ordered expression are determined by its value. -/
theorem normalOrdered_injective [CharZero K] [Nontrivial A] (h : a * b - b * a = 1) :
    Function.Injective (normalOrdered a b : (ℕ × ℕ →₀ K) → A) := by
  intro c d hcd
  have e : normalOrdered a b (c - d) = normalOrdered a b c - normalOrdered a b d :=
    Finsupp.sum_sub_index fun p x y => sub_smul x y _
  ext p
  have hp := scalar_mem h ⊥ (c - d) (by rw [e, hcd, sub_self]; exact TwoSidedIdeal.zero_mem _) p
  rw [TwoSidedIdeal.mem_bot, Finsupp.sub_apply, map_sub, sub_eq_zero] at hp
  exact (algebraMap K A).injective hp
```

`Nontrivial A` says that A is not the zero algebra. Two coefficient tables giving the same element are then equal, which justifies comparing coefficients after normal ordering. The difference of the two expressions is 0, which lies in the zero ideal `⊥`. By `scalar_mem` each difference c(i,j) − d(i,j) lies there too, so it vanishes. The simplicity proof does not use this theorem.

## Every element has a normal-ordered form

```lean
/-- If `a` and `b` generate the algebra and `ab - ba = 1`, every element can be written in
normal order. -/
theorem exists_normalOrdered (h : a * b - b * a = 1)
    (hgen : Algebra.adjoin K {a, b} = ⊤) (x : A) :
    ∃ c : ℕ × ℕ →₀ K, normalOrdered a b c = x := by
  let S : Submodule K A := Submodule.span K (Set.range fun p : ℕ × ℕ => b ^ p.1 * a ^ p.2)
  have mon : ∀ i j, b ^ i * a ^ j ∈ S := fun i j => Submodule.subset_span ⟨(i, j), rfl⟩
  have hmul : ∀ u, (∀ i j, u * (b ^ i * a ^ j) ∈ S) → ∀ y ∈ S, u * y ∈ S := by
    intro u hu y hy
    have hle : S ≤ S.comap (LinearMap.mulLeft K u) :=
      Submodule.span_le.2 (by rintro _ ⟨p, rfl⟩; exact hu p.1 p.2)
    exact hle hy
  -- normal-ordered sums are stable under left multiplication by the whole algebra
  have stable : ∀ u ∈ Algebra.adjoin K {a, b}, ∀ y ∈ S, u * y ∈ S := by
    intro u hu
    induction hu using Algebra.adjoin_induction with
    | mem u hu =>
      simp only [Set.mem_insert_iff, Set.mem_singleton_iff] at hu
      rcases hu with hu | hu
      · rw [hu]
        refine hmul a fun i j => ?_
        cases i with
        | zero =>
          have e : a * (b ^ 0 * a ^ j) = b ^ 0 * a ^ (j + 1) := by
            rw [pow_zero, one_mul, one_mul, pow_succ']
          rw [e]
          exact mon _ _
        | succ i =>
          have e : a * (b ^ (i + 1) * a ^ j)
              = (i + 1) • (b ^ i * a ^ j) + b ^ (i + 1) * a ^ (j + 1) := by
            rw [← mul_assoc, sub_eq_iff_eq_add.1 (commutator_pow h i), pow_succ' a j,
              nsmul_eq_mul]
            simp only [add_mul, mul_assoc]
          rw [e]
          exact S.add_mem (nsmul_mem (mon _ _) _) (mon _ _)
      · rw [hu]
        refine hmul b fun i j => ?_
        rw [← mul_assoc, ← pow_succ']
        exact mon _ _
    | algebraMap r =>
      intro y hy
      rw [← Algebra.smul_def]
      exact S.smul_mem r hy
    | add u v _ _ hu hv =>
      intro y hy
      rw [add_mul]
      exact S.add_mem (hu y hy) (hv y hy)
    | mul u v _ _ hu hv =>
      intro y hy
      rw [mul_assoc]
      exact hu _ (hv y hy)
  have one : (1 : A) ∈ S := by
    have h0 := mon 0 0
    rwa [pow_zero, pow_zero, mul_one] at h0
  have hx := stable x (by rw [hgen]; exact Algebra.mem_top) 1 one
  rw [mul_one] at hx
  exact Finsupp.mem_span_range_iff_exists_finsupp.1 hx
```

The hypothesis `hgen` says that a and b generate A: sums, products and scalar multiples of them, together with the unit, give everything. The conclusion is that each x equals some normal-ordered expression.

Let S be the set of all linear combinations of the products bⁱaʲ. Multiplying from the left by b only raises i. Multiplying by a gives aʲ⁺¹ when i = 0, and otherwise

a bⁱ⁺¹ aʲ = (i+1) bⁱ aʲ + bⁱ⁺¹ aʲ⁺¹.

Both results stay in S. The elements that map S into itself under left multiplication include the scalars and are closed under sums and products, so by generation they are all of A. `Algebra.adjoin_induction` runs through exactly these cases. Since 1 is in S, so is x·1 = x.

## Simplicity and faithfulness

```lean
/-- Simplicity: in an algebra over a characteristic-zero field generated by `a` and `b` with
`ab - ba = 1`, a two-sided ideal containing a nonzero element is the whole algebra. -/
theorem ideal_eq_top [CharZero K] (h : a * b - b * a = 1)
    (hgen : Algebra.adjoin K {a, b} = ⊤) (I : TwoSidedIdeal A) {x : A}
    (hx : x ∈ I) (hx0 : x ≠ 0) : I = ⊤ := by
  obtain ⟨c, rfl⟩ := exists_normalOrdered h hgen x
  obtain ⟨p, hp⟩ : ∃ p, c p ≠ 0 := by
    by_contra hc
    have c0 : c = 0 := Finsupp.ext fun p => by_contra fun hp => hc ⟨p, hp⟩
    exact hx0 (by rw [c0]; simp [normalOrdered])
  -- a nonzero scalar in the ideal is invertible
  have h1 := I.mul_mem_left (algebraMap K A (c p)⁻¹) _ (scalar_mem h I c hx p)
  rw [← map_mul, inv_mul_cancel₀ hp, map_one] at h1
  rw [eq_top_iff, TwoSidedIdeal.le_iff]
  intro y _
  show y ∈ I
  simpa using I.mul_mem_left y _ h1
```

In words: if I contains some x ≠ 0, then I = A, written `I = ⊤`. Write x in normal order. Some coefficient c(i,j) is nonzero, since otherwise x = 0. By `scalar_mem` this number is in I, and multiplying by its inverse gives 1 ∈ I. Then y = y·1 is in I for every y.

```lean
/-- Over a characteristic-zero field, every representation on a nonzero vector space of the
algebra generated by `a` and `b` with `ab - ba = 1` is faithful. -/
theorem representation_faithful [CharZero K] (h : a * b - b * a = 1)
    (hgen : Algebra.adjoin K {a, b} = ⊤) {V : Type*} [AddCommGroup V] [Module K V]
    [Nontrivial V] (ρ : A →ₐ[K] Module.End K V) : Function.Injective ρ := by
  rw [injective_iff_map_eq_zero]
  intro x hx
  by_contra hx0
  have htop := ideal_eq_top h hgen (TwoSidedIdeal.ker ρ) ((TwoSidedIdeal.mem_ker ρ).2 hx) hx0
  have h1 : (1 : A) ∈ TwoSidedIdeal.ker ρ := by rw [htop]; trivial
  rw [TwoSidedIdeal.mem_ker, map_one] at h1
  exact one_ne_zero h1
```

A representation is a map `ρ` that assigns to each element of A a linear operator on V and respects sums, products, scalars and the unit. `Nontrivial V` says that V contains a nonzero vector. `Function.Injective ρ` is faithfulness: different elements act differently.

The elements sent to zero form a two-sided ideal, the kernel. If it contained a nonzero x, it would be all of A and would contain 1. Then the identity operator on V would be zero, which is impossible.

In the smallest case V is one-dimensional. Operators are then numbers, their commutator is 0 and not 1, and no such `ρ` exists. In any finite dimension d, taking the trace of the relation gives 0 = d, so the truncated boson matrices of simulation codes are not representations, and an identity seen only there may be an artefact.

The operators in `Module.End K V` act on all of V. In a Hilbert space a and a† are unbounded, so to apply the theorem one must supply a common domain that both map into itself, such as the finite combinations of number states.

## Derivative and multiplication on polynomials

```lean
/-- The algebra of operators on polynomials generated by `d/dX` and multiplication by `X`. -/
abbrev DiffOps (K : Type*) [Field K] : Subalgebra K (Module.End K K[X]) :=
  Algebra.adjoin K {derivative, LinearMap.mulLeft K (X : K[X])}
```

`K[X]` is the space of polynomials in X. `DiffOps K` is the algebra of operators on it generated by the derivative and multiplication by X.

```lean
/-- The operator `d/dX` as an element of `DiffOps K`. -/
def ddX (K : Type*) [Field K] : DiffOps K :=
  ⟨derivative, Algebra.subset_adjoin (Set.mem_insert _ _)⟩
```

This is the derivative, playing the role of a, together with the proof that it belongs to `DiffOps K`.

```lean
/-- Multiplication by `X` as an element of `DiffOps K`. -/
def mulX (K : Type*) [Field K] : DiffOps K :=
  ⟨LinearMap.mulLeft K (X : K[X]),
    Algebra.subset_adjoin (Set.mem_insert_of_mem _ (Set.mem_singleton _))⟩
```

This is multiplication by X, playing the role of b. For K = ℝ or ℂ, the normalised number state |n⟩ then corresponds to Xⁿ/√(n!).

```lean
/-- On polynomials, `d/dX` and multiplication by `X` satisfy the commutation relation and
generate the algebra `DiffOps K`. -/
theorem ideal_eq_top_witness (K : Type*) [Field K] :
    ddX K * mulX K - mulX K * ddX K = 1 ∧ Algebra.adjoin K {ddX K, mulX K} = ⊤ := by
  constructor
  · apply Subtype.ext
    apply LinearMap.ext
    intro f
    show derivative (X * f) - X * derivative f = f
    rw [derivative_mul, derivative_X]
    ring
  · have hs : ({ddX K, mulX K} : Set (DiffOps K)) = ((↑) : DiffOps K → Module.End K K[X]) ⁻¹'
        {derivative, LinearMap.mulLeft K (X : K[X])} := by
      ext u
      simp only [Set.mem_insert_iff, Set.mem_singleton_iff, Set.mem_preimage, Subtype.ext_iff,
        ddX, mulX]
    rw [hs]
    exact Algebra.adjoin_adjoin_coe_preimage

end

end WeylAlgebraSimplicity
```

The first part is the product rule, for any polynomial f:

(Xf)′ − X f′ = f.

The second says that the two operators generate `DiffOps K`, which holds by construction. When K has characteristic zero, all hypotheses of `ideal_eq_top` are thus met by a concrete algebra.

The witness holds over every field, but simplicity fails in characteristic p. There the derivative of Xᵖ is pXᵖ⁻¹ = 0, so multiplication by Xᵖ commutes with both generators, and its multiples form a nonzero two-sided ideal that does not contain 1.

```lean
#print axioms WeylAlgebraSimplicity.normalOrdered_injective
-- 'WeylAlgebraSimplicity.normalOrdered_injective' depends on axioms: [propext, Classical.choice, Quot.sound]
#print axioms WeylAlgebraSimplicity.representation_faithful
-- 'WeylAlgebraSimplicity.representation_faithful' depends on axioms: [propext, Classical.choice, Quot.sound]
```
